# RATTLE velocity correction as a mass-orthogonal projection for independent constraints

The constraints enter here only through their Jacobian at one fixed configuration, a real matrix G with one row per constraint. For time-independent holonomic constraints σ_i(q) = 0, row i is the gradient of σ_i, and a velocity v is admissible when

G v = 0.

This makes the velocity stage of RATTLE a problem in linear algebra. It leaves out the position stage, which is the nonlinear problem that SHAKE solves, as well as the time stepping and the convergence of iterative solvers.

The mass matrix M is any real positive definite matrix. It may be the diagonal matrix of atomic masses, each repeated for its Cartesian components, or a full matrix from generalised coordinates. In the code `n` and `k` are finite index types for velocity components and constraints. In the prose n and k are their sizes, which Lean writes `Fintype.card n` and `Fintype.card k`.

```lean
import Mathlib

open Matrix

namespace RattleProjection

noncomputable section

variable {n k : Type*} [Fintype n] [DecidableEq n] [Fintype k] [DecidableEq k]
```

The constraint matrix describes how impulses along the constraint gradients change the constraint velocities G v:

A = G M⁻¹ Gᵀ.

```lean
/-- The constraint matrix `A = G M⁻¹ Gᵀ` for mass matrix `M` and constraint Jacobian `G`. -/
def constraintMatrix (M : Matrix n n ℝ) (G : Matrix k n ℝ) : Matrix k k ℝ :=
  G * M⁻¹ * Gᵀ
```

When the constraints are independent, meaning that the rows of G are linearly independent, A is invertible, as (d) shows. The velocity projector, with 1 the identity matrix, is then

P = 1 − M⁻¹ Gᵀ A⁻¹ G.

```lean
/-- The RATTLE velocity projector `P = 1 - M⁻¹ Gᵀ A⁻¹ G`. -/
def velocityProjector (M : Matrix n n ℝ) (G : Matrix k n ℝ) : Matrix n n ℝ :=
  1 - M⁻¹ * Gᵀ * (constraintMatrix M G)⁻¹ * G
```

The kinetic energy of a velocity u is K(u) = ½ uᵀ M u. When u is the difference of two velocities, K(u) is half the square of their mass-weighted distance √(uᵀ M u), so the smaller K(u) is, the closer they are. In Lean, `*ᵥ` applies a matrix to a vector and `⬝ᵥ` is the dot product.

```lean
/-- The kinetic energy `uᵀ M u / 2` of a velocity `u`. -/
def kineticEnergy (M : Matrix n n ℝ) (u : n → ℝ) : ℝ :=
  (1 / 2) * (u ⬝ᵥ (M *ᵥ u))
```

## (a) Symmetry of the mass matrix

Show that Mᵀ = M.

Positive definiteness, as Mathlib's `PosDef` defines it, includes being Hermitian. For a real matrix the conjugate transpose is the transpose, so Hermitian means symmetric. The proof makes exactly this replacement.

```lean
omit [Fintype n] [DecidableEq n] in
/-- A positive definite real mass matrix equals its transpose. -/
lemma mass_transpose {M : Matrix n n ℝ} (hM : M.PosDef) : Mᵀ = M := by
  rw [← conjTranspose_eq_transpose_of_trivial]
  exact hM.isHermitian
```

## (b) Symmetry of the constraint matrix

Show that Aᵀ = A, whether or not the constraints are independent.

Transposing reverses the order of the factors, and M⁻¹ is symmetric because M is:

(G M⁻¹ Gᵀ)ᵀ = G (M⁻¹)ᵀ Gᵀ = G M⁻¹ Gᵀ.

```lean
omit [Fintype k] [DecidableEq k] in
/-- The constraint matrix equals its transpose. -/
lemma constraintMatrix_transpose {M : Matrix n n ℝ} (hM : M.PosDef) (G : Matrix k n ℝ) :
    (constraintMatrix M G)ᵀ = constraintMatrix M G := by
  unfold constraintMatrix
  rw [transpose_mul, transpose_mul, transpose_transpose, transpose_nonsing_inv,
    mass_transpose hM, Matrix.mul_assoc]
```

## (c) Positive definiteness of A and independent gradients

Show that A is positive definite exactly when the rows of G are linearly independent.

Let x be a vector with one component x_i per constraint, and let g_i be row i of G. Then Gᵀx = Σ_i x_i g_i, and

xᵀ A x = (Gᵀx)ᵀ M⁻¹ (Gᵀx).

Since M⁻¹ is positive definite, the right-hand side is positive unless Gᵀx = 0. If the rows are independent, Gᵀx = 0 only for x = 0, so A is positive definite. Conversely, a nonzero x with Σ_i x_i g_i = 0 would give xᵀAx = 0, which positive definiteness of A forbids.

Both hypotheses on the matrices matter. Take one particle on a line with M = 1 and impose the same constraint twice, so that G has the two rows (1) and (1). Then

A = [[1, 1], [1, 1]],

which is singular, with x = (1, −1) in its kernel. Lean assigns a singular matrix the inverse zero, so its P would be 1 and GP would equal G, not zero. If instead M is merely symmetric and invertible, independent rows are not enough: M = diag(1, −1) and G = (1, 1) give A = 1 − 1 = 0.

In the proof, `quad` is the identity for xᵀAx and `force` writes Gᵀx as a combination of rows. The two bullets are the two directions of the equivalence.

```lean
omit [DecidableEq k] in
/-- The constraint matrix is positive definite exactly when the constraint gradients,
the rows of `G`, are linearly independent. -/
theorem constraintMatrix_posDef_iff {M : Matrix n n ℝ} (hM : M.PosDef) (G : Matrix k n ℝ) :
    (constraintMatrix M G).PosDef ↔ LinearIndependent ℝ G.row := by
  -- the quadratic form of `A` is that of `M⁻¹` at the constraint force `Gᵀ x`
  have quad : ∀ x : k → ℝ, x ⬝ᵥ (constraintMatrix M G *ᵥ x)
      = (Gᵀ *ᵥ x) ⬝ᵥ (M⁻¹ *ᵥ (Gᵀ *ᵥ x)) := by
    intro x
    unfold constraintMatrix
    rw [← mulVec_mulVec, ← mulVec_mulVec, dotProduct_mulVec x G, mulVec_transpose]
  have force : ∀ x : k → ℝ, Gᵀ *ᵥ x = ∑ i, x i • G.row i := by
    intro x
    ext j
    simp [mulVec, dotProduct, Finset.sum_apply, Matrix.row, mul_comm]
  rw [Fintype.linearIndependent_iff]
  constructor
  · intro hA x hx
    by_contra hne
    have hx0 : x ≠ 0 := fun h => hne (fun i => by rw [h]; rfl)
    have hpos := hA.dotProduct_mulVec_pos hx0
    rw [star_trivial, quad, force, hx, zero_dotProduct] at hpos
    exact lt_irrefl _ hpos
  · intro hG
    rw [posDef_iff_dotProduct_mulVec]
    refine ⟨?_, ?_⟩
    · rw [Matrix.IsHermitian, conjTranspose_eq_transpose_of_trivial]
      exact constraintMatrix_transpose hM G
    · intro x hx
      have hne : Gᵀ *ᵥ x ≠ 0 := by
        intro h
        rw [force] at h
        exact hx (funext (hG x h))
      have hpos := hM.inv.dotProduct_mulVec_pos hne
      rw [star_trivial] at hpos
      rw [star_trivial, quad]
      exact hpos
```

## (d) Solvability of the multiplier equations

Show that A is invertible when the constraints are independent.

By (c), A is positive definite, so its determinant is positive and in particular nonzero. Lean expresses this by saying that the determinant is a unit, the form in which the matrix-inverse lemmas need it.

```lean
/-- For independent constraints the determinant of the constraint matrix is invertible. -/
lemma constraintMatrix_isUnit_det {M : Matrix n n ℝ} (hM : M.PosDef) {G : Matrix k n ℝ}
    (hG : LinearIndependent ℝ G.row) : IsUnit (constraintMatrix M G).det :=
  ((constraintMatrix_posDef_iff hM G).mpr hG).det_pos.ne'.isUnit
```

## (e) The projector multiplied by the mass matrix

Show that MP = M − Gᵀ A⁻¹ G.

Multiply the definition of P by M from the left and use M M⁻¹ = 1:

MP = M − M M⁻¹ Gᵀ A⁻¹ G = M − Gᵀ A⁻¹ G.

The `calc` block regroups the product so that M meets M⁻¹. Only the invertibility of M is used.

```lean
/-- The mass matrix times the projector is `M - Gᵀ A⁻¹ G`. -/
lemma mass_mul_projector {M : Matrix n n ℝ} (hM : M.PosDef) (G : Matrix k n ℝ) :
    M * velocityProjector M G = M - Gᵀ * (constraintMatrix M G)⁻¹ * G := by
  have h : M * (M⁻¹ * Gᵀ * (constraintMatrix M G)⁻¹ * G)
      = Gᵀ * (constraintMatrix M G)⁻¹ * G := by
    calc M * (M⁻¹ * Gᵀ * (constraintMatrix M G)⁻¹ * G)
        = (M * M⁻¹) * (Gᵀ * (constraintMatrix M G)⁻¹ * G) := by
          simp only [Matrix.mul_assoc]
      _ = _ := by rw [mul_nonsing_inv _ hM.det_pos.ne'.isUnit, Matrix.one_mul]
  rw [velocityProjector, Matrix.mul_sub, Matrix.mul_one, h]
```

## (f) Idempotency, admissibility, symmetry and trace

For independent constraints, show that A is positive definite and that

P² = P, GP = 0, (MP)ᵀ = MP, tr P = n − k.

The first claim is (c). For the others, set R = M⁻¹ Gᵀ A⁻¹, so that P = 1 − RG. Then R is a right inverse of G:

GR = G M⁻¹ Gᵀ A⁻¹ = A A⁻¹ = 1.

It follows that every projected velocity is admissible:

GP = G − (GR)G = G − G = 0.

A second projection therefore changes nothing:

P² = (1 − RG)P = P − R(GP) = P.

The symmetry of MP follows from (e), because M and A⁻¹ are symmetric. For the trace, RG is n by n and GR is k by k, but their traces agree:

tr P = n − tr(RG) = n − tr(GR) = n − k.

In the Lean proof `hR` is GR = 1 and `hGP` is GP = 0. The auxiliary statement `aux` expands (1 − XG)Q, and `Matrix.trace_mul_comm` exchanges the factors under the trace. The theorem's hypotheses `hM` and `hG` are positive definiteness of M and linear independence of the rows of G. Its conclusion is the conjunction of the five claims.

In constrained molecular dynamics, n − k is the number of independent velocity components used in a kinetic temperature, provided that the k constraints are independent and no further quantities, such as total momentum, are fixed.

```lean
/-- For a positive definite mass matrix and independent constraints, `A` is positive definite
and `P` is idempotent, with `G P = 0`, `M P` symmetric and trace `n - k`. -/
theorem rattle_projector {M : Matrix n n ℝ} (hM : M.PosDef) {G : Matrix k n ℝ}
    (hG : LinearIndependent ℝ G.row) :
    (constraintMatrix M G).PosDef ∧
    velocityProjector M G * velocityProjector M G = velocityProjector M G ∧
    G * velocityProjector M G = 0 ∧
    (M * velocityProjector M G).IsSymm ∧
    (velocityProjector M G).trace = (Fintype.card n : ℝ) - Fintype.card k := by
  have hA := constraintMatrix_isUnit_det hM hG
  -- `M⁻¹ Gᵀ A⁻¹` is a right inverse of the Jacobian
  have hR : G * (M⁻¹ * Gᵀ * (constraintMatrix M G)⁻¹) = 1 := by
    calc G * (M⁻¹ * Gᵀ * (constraintMatrix M G)⁻¹)
        = constraintMatrix M G * (constraintMatrix M G)⁻¹ := by
          simp only [constraintMatrix, Matrix.mul_assoc]
      _ = 1 := mul_nonsing_inv _ hA
  have hGP : G * velocityProjector M G = 0 := by
    rw [velocityProjector, Matrix.mul_sub, Matrix.mul_one, ← Matrix.mul_assoc G, hR,
      Matrix.one_mul, sub_self]
  refine ⟨(constraintMatrix_posDef_iff hM G).mpr hG, ?_, hGP, ?_, ?_⟩
  · -- a second projection changes nothing because `G P = 0`
    have aux : ∀ (X : Matrix n k ℝ) (Q : Matrix n n ℝ),
        (1 - X * G) * Q = Q - X * (G * Q) := by
      intro X Q
      rw [Matrix.sub_mul, Matrix.one_mul, Matrix.mul_assoc]
    have h := aux (M⁻¹ * Gᵀ * (constraintMatrix M G)⁻¹) (velocityProjector M G)
    rw [hGP, Matrix.mul_zero, sub_zero] at h
    exact h
  · rw [Matrix.IsSymm, mass_mul_projector hM, transpose_sub, transpose_mul, transpose_mul,
      transpose_transpose, transpose_nonsing_inv, mass_transpose hM,
      constraintMatrix_transpose hM, Matrix.mul_assoc]
  · rw [velocityProjector, trace_sub, trace_one, Matrix.trace_mul_comm, hR, trace_one]
```

## (g) The unique constraint impulse

An impulse Gᵀμ, with one multiplier μ_i per constraint, changes the velocity v to v + M⁻¹Gᵀμ. Show that, for independent constraints, exactly one μ makes the result admissible, and that the result is then Pv.

Apply G to the corrected velocity:

G(v + M⁻¹Gᵀμ) = Gv + Aμ.

This vanishes exactly when Aμ = −Gv. Since A is invertible, the only solution is

μ = −A⁻¹Gv.

Inserting it gives

v − M⁻¹GᵀA⁻¹Gv = Pv.

Any time-step factor that an implementation writes in front of the constraint force is absorbed into μ here. The first half of the Lean statement is an equivalence for every `μ`, so it contains both existence and uniqueness. The equation `e` in the proof is the expansion Gv + Aμ, and multiplication by A⁻¹ or by A gives the two directions.

Two particles on a line, with masses 1 and 3 and a fixed separation, show the numbers in arbitrary consistent units. Here M = diag(1, 3) and G = (1, −1), so

A = 1 + 1/3 = 4/3,

P = [[1/4, 3/4], [1/4, 3/4]].

The trace is 1 = 2 − 1. For v = (4, 0) we have Gv = 4 and μ = −3, and the corrected velocity is

Pv = (4 − 3, 0 + 1) = (1, 1).

Both particles now move with the centre-of-mass velocity, and the total momentum is still 4.

```lean
/-- For a positive definite mass matrix and independent constraints, an impulse `Gᵀ μ` makes the
corrected velocity `v + M⁻¹ Gᵀ μ` satisfy the constraints for exactly one multiplier, `μ = -A⁻¹ G
v`, and the corrected velocity is `P v`. -/
theorem rattle_multiplier {M : Matrix n n ℝ} (hM : M.PosDef) {G : Matrix k n ℝ}
    (hG : LinearIndependent ℝ G.row) (v : n → ℝ) :
    (∀ μ : k → ℝ, G *ᵥ (v + M⁻¹ *ᵥ (Gᵀ *ᵥ μ)) = 0 ↔
      μ = -((constraintMatrix M G)⁻¹ *ᵥ (G *ᵥ v))) ∧
    v + M⁻¹ *ᵥ (Gᵀ *ᵥ (-((constraintMatrix M G)⁻¹ *ᵥ (G *ᵥ v))))
      = velocityProjector M G *ᵥ v := by
  have hA := constraintMatrix_isUnit_det hM hG
  constructor
  · intro μ
    have e : G *ᵥ (v + M⁻¹ *ᵥ (Gᵀ *ᵥ μ)) = G *ᵥ v + constraintMatrix M G *ᵥ μ := by
      simp only [constraintMatrix, mulVec_add, mulVec_mulVec, Matrix.mul_assoc]
    rw [e]
    constructor
    · intro h0
      have h1 : constraintMatrix M G *ᵥ μ = -(G *ᵥ v) := eq_neg_of_add_eq_zero_right h0
      rw [← mulVec_neg, ← h1, mulVec_mulVec, nonsing_inv_mul _ hA, one_mulVec]
    · intro h
      rw [h, mulVec_neg, mulVec_mulVec (G *ᵥ v), mul_nonsing_inv _ hA, one_mulVec,
        add_neg_cancel]
  · simp only [velocityProjector, sub_mulVec, one_mulVec, mulVec_neg, mulVec_mulVec,
      Matrix.mul_assoc]
    rw [← sub_eq_add_neg]
```

## (h) The closest admissible velocity

Let the constraints be independent, and let w be an admissible velocity different from Pv. Show that K(v − Pv) < K(v − w).

Split the difference as v − w = d + e, with

d = v − Pv, e = Pv − w.

By (e), Md = Mv − MPv = GᵀA⁻¹Gv. Since GP = 0 and Gw = 0, also Ge = 0. The first cross term in the kinetic energy is therefore

eᵀMd = (Ge)ᵀA⁻¹Gv = 0,

and the second, dᵀMe, equals it because M is symmetric. What remains is a Pythagorean identity in the mass metric:

K(v − w) = K(v − Pv) + K(Pv − w).

The last term is positive because w ≠ Pv and M is positive definite, which gives the strict inequality. Since Pv is itself admissible by (f), it is the unique minimiser. Physically, the constraint impulse is orthogonal to every admissible velocity.

For the two particles above, v − Pv = (3, −1) and K(v − Pv) = ½(9 + 3) = 6. The admissible choice w = (2, 2) gives K(v − w) = ½(4 + 12) = 8, and the difference is K(Pv − w) = ½(1 + 3) = 2. With w = 0 the same identity splits the original kinetic energy: 8 = 6 + 2, where 6 is removed by the correction and 2 is kept.

In Lean, `hd` is the formula for Md and `he` is Ge = 0. The two `generalize` steps give the differences the short names `d` and `e`. The cross terms vanish by `c1` and `c2`, and `linarith` combines the expanded energies with the positivity statement `hpos`. The theorem states the strict inequality; the Pythagorean identity is the calculation behind it.

```lean
/-- For a positive definite mass matrix and independent constraints, if `G w = 0` and `w ≠ P v`,
then the kinetic energy of `v - P v` is strictly less than that of `v - w`. -/
theorem projected_velocity_closest {M : Matrix n n ℝ} (hM : M.PosDef) {G : Matrix k n ℝ}
    (hG : LinearIndependent ℝ G.row) (v w : n → ℝ) (hw : G *ᵥ w = 0)
    (hne : w ≠ velocityProjector M G *ᵥ v) :
    kineticEnergy M (v - velocityProjector M G *ᵥ v) < kineticEnergy M (v - w) := by
  have hGP := (rattle_projector hM hG).2.2.1
  have hd : M *ᵥ (v - velocityProjector M G *ᵥ v)
      = Gᵀ *ᵥ ((constraintMatrix M G)⁻¹ *ᵥ (G *ᵥ v)) := by
    rw [mulVec_sub, mulVec_mulVec, mass_mul_projector hM, sub_mulVec, sub_sub_cancel]
    simp only [mulVec_mulVec, Matrix.mul_assoc]
  have he : G *ᵥ (velocityProjector M G *ᵥ v - w) = 0 := by
    rw [mulVec_sub, mulVec_mulVec, hGP, zero_mulVec, hw, sub_zero]
  have hs : v - w = (v - velocityProjector M G *ᵥ v) + (velocityProjector M G *ᵥ v - w) := by
    abel
  have he0 : velocityProjector M G *ᵥ v - w ≠ 0 := fun h => hne (sub_eq_zero.mp h).symm
  rw [hs]
  generalize v - velocityProjector M G *ᵥ v = d at *
  generalize velocityProjector M G *ᵥ v - w = e at *
  -- the constraint impulse does no work along admissible velocities
  have c1 : e ⬝ᵥ (M *ᵥ d) = 0 := by
    rw [hd, dotProduct_mulVec e Gᵀ, vecMul_transpose, he, zero_dotProduct]
  have c2 : d ⬝ᵥ (M *ᵥ e) = 0 := by
    rw [dotProduct_mulVec d M, ← mulVec_transpose, mass_transpose hM, dotProduct_comm, c1]
  have hpos := hM.dotProduct_mulVec_pos he0
  rw [star_trivial] at hpos
  simp only [kineticEnergy, mulVec_add, add_dotProduct, dotProduct_add]
  linarith

end

end RattleProjection
```

```lean
#print axioms RattleProjection.rattle_multiplier
#print axioms RattleProjection.projected_velocity_closest
```

```
'RattleProjection.rattle_multiplier' depends on axioms: [propext, Classical.choice, Quot.sound]
'RattleProjection.projected_velocity_closest' depends on axioms: [propext, Classical.choice, Quot.sound]
```
